# A finite unitary scatterer with unitary feedback has a unique, flux-conserving output

## When the inverse in the feedback formula fails

A coherent conductor is often assembled from parts, with some outgoing waves of one part led back into it. Eliminating the internal waves gives a formula with the inverse of $1 - dU$, where $d$ describes reflection back into the loop and $U$ the return path. At an energy where a wave reproduces itself after one round trip, this matrix is singular and the formula has no value. It is then unclear whether a stationary state exists for a given incoming wave, and whether the outgoing wave is determined. If the full scattering matrix of the part, of which $d$ is one block, and the return matrix $U$ are both unitary, neither difficulty reaches the external channels.

## A scatterer with part of its output returned

Let $m$ be the finite set of external channels and $n$ the finite set of internal ones. The scatterer acts on incoming amplitudes $x$ (external) and $u$ (internal) by

$$S=\begin{pmatrix}a&b\\c&d\end{pmatrix},\qquad \text{external output } ax+bu,\quad \text{internal output } y=cx+du .$$

In transport texts these blocks are often called $r, t', t, r'$. The return path feeds the internal output back as $u=Uy$, so

$$y=cx+dUy,\qquad \text{output}=ax+bUy .$$

Write $F(v)=\sum_i|v_i|^2$ for the flux of an amplitude vector. Unitarity of $S$ stands for elastic scattering without absorption, and unitarity of $U$ for a return path that loses nothing.

## One output for every input

The main theorem, `feedback_scattering`, assumes that $S$ and $U$ are unitary and states three things for every $x$:

1. The loop equation has a solution $y$.
2. Any two solutions give the same output.
3. The output of any solution has flux $F(x)$.

Nothing is assumed about the invertibility of $1-dU$. The internal amplitudes $y$ themselves may be undetermined.

In Lean, `m` and `n` are finite types that label the channels, and amplitudes are functions such as `x : m → ℂ`. The matrix $S$ is `fromBlocks a b c d`, a member of `unitaryGroup (m ⊕ n) ℂ`. The predicate `IsLoopSolution c d U x y` is the loop equation, `output a b U x y` is the external output, and `flux` is $F$, the squared norm without normalisation. The symbol `*ᵥ` applies a matrix to a column and `ᵥ*` applies it to a row. The product `⬝ᵥ` contains no complex conjugation.

`effective_scattering_matrix` adds that exactly one matrix `T` is unitary and maps every input to its output. This `T` is a scattering matrix, not the transition operator that often carries the letter. By `effective_matrix_formula` it equals $a+bU(1-dU)^{-1}c$ when $1-dU$ is invertible.

The model is stationary, at one energy, with finitely many channels. The step from a real device to these hypotheses is the reduction of its wave equation to propagating channels with flux-normalised amplitudes; evanescent waves between the parts would spoil unitarity in this form. Two parts joined to each other fit the model if $S$ contains the scattering matrices of both as diagonal blocks, up to the order of the channels, and $U$ exchanges the waves of the joined channels. For such coherent, non-interacting transport, a program that joins scattering matrices may therefore compute the external output from any exact solution of a singular loop system, for instance the one of least norm.

## Flux balance for columns and rows

For a unitary $M$, a column $v$ and a row $r$,

$$F(Mv)=v^\dagger M^\dagger Mv=F(v),\qquad F(rM)=rMM^\dagger r^\dagger=F(r).$$

Applied to $S$ with the column $(x,u)$ and with the row $(0,r)$, this gives

$$F(ax+bu)+F(cx+du)=F(x)+F(u),\qquad F(rc)+F(rd)=F(r).$$

## Why the loop equation is solvable

The equation reads $(1-dU)y=cx$. A finite system $My=v$ is solvable if every row $r$ with $rM=0$ also has $rv=0$: were $v$ outside the range of $M$, some linear functional would vanish on the range but not at $v$, and that functional is a row vector.

Suppose $r(1-dU)=0$, so $r=rdU$. Since $U$ is unitary, $F(r)=F(rdU)=F(rd)$. The row balance leaves $F(rc)=0$, hence $rc=0$ and $rcx=0$. The source passes the criterion.

## Trapped modes do not reach the outside

Let $y$ and $y'$ be two solutions and $w=y-y'$. Subtraction gives $w=dUw$, a mode that reproduces itself after one round trip. Flux balance with $x=0$ and $u=Uw$ reads

$$F(bUw)+F(w)=F(Uw)=F(w),$$

so $bUw=0$ and the two outputs agree. For any solution $y$, flux balance with $u=Uy$ reads

$$F(ax+bUy)+F(y)=F(x)+F(Uy)=F(x)+F(y),$$

and $F(y)$ cancels.

## The effective scattering matrix

Choose a solution for each unit input and collect these solutions as the columns of $Y$. Then $Y=c+dUY$. Put $W=UY$ and $T=a+bW$. Expanding the products gives

$$\begin{aligned}T^\dagger T+Y^\dagger Y={}&(a^\dagger a+c^\dagger c)+(a^\dagger b+c^\dagger d)W\\&+W^\dagger(b^\dagger a+d^\dagger c)+W^\dagger(b^\dagger b+d^\dagger d)W .\end{aligned}$$

By $S^\dagger S=1$ the four brackets are $1,0,0,1$. The right side is therefore $1+W^\dagger W=1+Y^\dagger Y$, and $T^\dagger T=1$. As $T$ is square, it is unitary.

For any $x$, the vector $Yx$ solves the loop equation and has output $Tx$; every other solution has the same output. A second matrix with this property would agree with $T$ on every $x$, because a solution always exists. If $1-dU$ is invertible, then $Y=(1-dU)^{-1}c$, which gives the formula.

## Three channels with a singular loop

Take one external channel and internal channels 0 and 1. The scatterer sends the external input to internal output 0, internal input 0 to internal output 1, and internal input 1 to the external output. The feedback swaps the internal channels. Then

$$dU=\begin{pmatrix}0&0\\0&1\end{pmatrix},\qquad 1-dU=\begin{pmatrix}1&0\\0&0\end{pmatrix}.$$

The loop equation gives $y_0=x$ and leaves $y_1$ free. The output is $y_0=x$ whatever $y_1$ is. The inverse formula does not apply, although the incoming wave passes through the return path only once: the singularity comes from the separate mode $y_1$, which never reaches the external channel.

## The Lean file

```lean
import Mathlib

open Matrix

namespace FeedbackScattering

variable {m n : Type*} [Fintype m] [Fintype n] [DecidableEq m] [DecidableEq n]

/-- The total flux of an amplitude vector: the sum of the squared moduli, which is the
squared Euclidean norm. -/
noncomputable def flux {k : Type*} [Fintype k] (v : k → ℂ) : ℝ := ∑ i, ‖v i‖ ^ 2

/-- The loop equation `y = c x + d U y` for the internal outgoing amplitudes `y` at external
input `x`, when `U` feeds the internal outputs back as inputs. -/
def IsLoopSolution (c : Matrix n m ℂ) (d U : Matrix n n ℂ) (x : m → ℂ) (y : n → ℂ) : Prop :=
  y = c *ᵥ x + d *ᵥ (U *ᵥ y)

/-- The external outgoing amplitudes `a x + b U y`. -/
def output (a : Matrix m m ℂ) (b : Matrix m n ℂ) (U : Matrix n n ℂ) (x : m → ℂ)
    (y : n → ℂ) : m → ℂ :=
  a *ᵥ x + b *ᵥ (U *ᵥ y)

lemma flux_eq_dot {k : Type*} [Fintype k] (v : k → ℂ) : (flux v : ℂ) = star v ⬝ᵥ v := by
  simp only [flux, dotProduct, Pi.star_apply, Complex.ofReal_sum, Complex.ofReal_pow]
  exact Finset.sum_congr rfl fun i _ => (Complex.conj_mul' (v i)).symm

lemma eq_zero_of_flux {k : Type*} [Fintype k] {v : k → ℂ} (h : flux v = 0) : v = 0 := by
  unfold flux at h
  ext i
  have hi := (Finset.sum_eq_zero_iff_of_nonneg (fun i _ => sq_nonneg ‖v i‖)).mp h i
    (Finset.mem_univ i)
  simpa using hi

/-- A unitary matrix conserves flux, whether it acts on column vectors or on row vectors. -/
theorem flux_unitary {M : Matrix n n ℂ} (hM : M ∈ unitaryGroup n ℂ) (v : n → ℂ) :
    flux (M *ᵥ v) = flux v ∧ flux (v ᵥ* M) = flux v := by
  have h₁ : Mᴴ * M = 1 := mem_unitaryGroup_iff'.mp hM
  have h₂ : M * Mᴴ = 1 := mem_unitaryGroup_iff.mp hM
  constructor
  · have key : (flux (M *ᵥ v) : ℂ) = flux v := by
      rw [flux_eq_dot, flux_eq_dot, star_mulVec, ← dotProduct_mulVec, mulVec_mulVec, h₁,
        one_mulVec]
    exact_mod_cast key
  · have key : (flux (v ᵥ* M) : ℂ) = flux v := by
      rw [flux_eq_dot, flux_eq_dot, dotProduct_comm, star_vecMul, ← dotProduct_mulVec,
        mulVec_mulVec, h₂, one_mulVec, dotProduct_comm]
    exact_mod_cast key

/-- A linear system `M y = v` is solvable if every row vector that annihilates `M` also
annihilates the source `v`. -/
theorem solvable_of_left_kernel (M : Matrix n n ℂ) (v : n → ℂ)
    (h : ∀ r : n → ℂ, r ᵥ* M = 0 → r ⬝ᵥ v = 0) : ∃ y, M *ᵥ y = v := by
  have hv : v ∈ LinearMap.range M.mulVecLin := by
    rw [← Subspace.forall_mem_dualAnnihilator_apply_eq_zero_iff]
    intro φ hφ
    rw [Submodule.mem_dualAnnihilator] at hφ
    -- every linear functional is a row vector
    let r : n → ℂ := fun i => φ (fun j => if i = j then 1 else 0)
    have hr : ∀ w, φ w = r ⬝ᵥ w := fun w => by
      rw [LinearMap.pi_apply_eq_sum_univ φ w]
      simp only [dotProduct, smul_eq_mul, r]
      exact Finset.sum_congr rfl fun i _ => mul_comm _ _
    rw [hr]
    apply h
    ext j
    have hj := hφ (M *ᵥ Pi.single j 1) ⟨Pi.single j 1, rfl⟩
    rw [hr, dotProduct_mulVec, dotProduct_single, mul_one] at hj
    exact hj
  obtain ⟨y, hy⟩ := hv
  exact ⟨y, hy⟩

variable {a : Matrix m m ℂ} {b : Matrix m n ℂ} {c : Matrix n m ℂ} {d U : Matrix n n ℂ}

/-- Flux balance of a unitary scatterer with external input `x` and internal input `u`. -/
theorem flux_balance (hS : fromBlocks a b c d ∈ unitaryGroup (m ⊕ n) ℂ)
    (x : m → ℂ) (u : n → ℂ) :
    flux (a *ᵥ x + b *ᵥ u) + flux (c *ᵥ x + d *ᵥ u) = flux x + flux u := by
  have h := (flux_unitary hS (Sum.elim x u)).1
  simpa [fromBlocks_mulVec, flux, Fintype.sum_sum_type] using h

/-- For a unitary scatterer and unitary feedback, an internal mode that reproduces itself
after one round trip, `w = d U w`, sends nothing to the external channels. -/
theorem trapped_mode_dark (hS : fromBlocks a b c d ∈ unitaryGroup (m ⊕ n) ℂ)
    (hU : U ∈ unitaryGroup n ℂ) {w : n → ℂ} (hw : d *ᵥ (U *ᵥ w) = w) :
    b *ᵥ (U *ᵥ w) = 0 := by
  have h := flux_balance hS 0 (U *ᵥ w)
  have h0 : flux (0 : m → ℂ) = 0 := by simp [flux]
  rw [mulVec_zero, mulVec_zero, zero_add, zero_add, hw, (flux_unitary hU w).1, h0] at h
  exact eq_zero_of_flux (by linarith)

/-- For a unitary scatterer and unitary feedback, the loop equation is solvable for every
external input `x`, the output is the same for all solutions, and it carries the flux of `x`. -/
theorem feedback_scattering (hS : fromBlocks a b c d ∈ unitaryGroup (m ⊕ n) ℂ)
    (hU : U ∈ unitaryGroup n ℂ) (x : m → ℂ) :
    (∃ y, IsLoopSolution c d U x y) ∧
    (∀ y y', IsLoopSolution c d U x y → IsLoopSolution c d U x y' →
      output a b U x y = output a b U x y') ∧
    (∀ y, IsLoopSolution c d U x y → flux (output a b U x y) = flux x) := by
  refine ⟨?_, ?_, ?_⟩
  · obtain ⟨y, hy⟩ := solvable_of_left_kernel (1 - d * U) (c *ᵥ x) (by
      intro r hr
      rw [vecMul_sub, vecMul_one, ← vecMul_vecMul, sub_eq_zero] at hr
      -- flux conservation for rows leaves nothing for the coupling `r c`
      have h₁ : flux (r ᵥ* c) + flux (r ᵥ* d) = flux r := by
        have h := (flux_unitary hS (Sum.elim 0 r)).2
        simpa [vecMul_fromBlocks, flux, Fintype.sum_sum_type] using h
      have h₂ := (flux_unitary hU (r ᵥ* d)).2
      rw [← hr] at h₂
      rw [dotProduct_mulVec, eq_zero_of_flux (v := r ᵥ* c) (by linarith), zero_dotProduct])
    rw [sub_mulVec, one_mulVec, ← mulVec_mulVec] at hy
    exact ⟨y, sub_eq_iff_eq_add.mp hy⟩
  · intro y y' hy hy'
    -- two solutions differ by a trapped mode
    have hw : d *ᵥ (U *ᵥ (y - y')) = y - y' := by
      unfold IsLoopSolution at hy hy'
      rw [mulVec_sub, mulVec_sub]
      linear_combination (norm := module) hy' - hy
    have h := trapped_mode_dark hS hU hw
    rw [mulVec_sub, mulVec_sub, sub_eq_zero] at h
    rw [output, output, h]
  · intro y hy
    have h := flux_balance hS x (U *ᵥ y)
    rw [← show y = c *ᵥ x + d *ᵥ (U *ᵥ y) from hy, (flux_unitary hU y).1] at h
    unfold output
    linarith

/-- For a unitary scatterer and unitary feedback, if the columns of `Y` solve the loop equation
for the unit inputs, then `a + b U Y` is unitary and maps every input to its output. -/
theorem loop_matrix (hS : fromBlocks a b c d ∈ unitaryGroup (m ⊕ n) ℂ)
    (hU : U ∈ unitaryGroup n ℂ) {Y : Matrix n m ℂ} (hY : Y = c + d * (U * Y)) :
    a + b * (U * Y) ∈ unitaryGroup m ℂ ∧
    ∀ x y, IsLoopSolution c d U x y → output a b U x y = (a + b * (U * Y)) *ᵥ x := by
  constructor
  · have h : (fromBlocks a b c d)ᴴ * fromBlocks a b c d = 1 := mem_unitaryGroup_iff'.mp hS
    rw [fromBlocks_conjTranspose, fromBlocks_multiply, ← fromBlocks_one, fromBlocks_inj] at h
    obtain ⟨h₁, h₂, h₃, h₄⟩ := h
    have hUU : Uᴴ * U = 1 := mem_unitaryGroup_iff'.mp hU
    have hW : (U * Y)ᴴ * (U * Y) = Yᴴ * Y := by
      rw [conjTranspose_mul, Matrix.mul_assoc, ← Matrix.mul_assoc Uᴴ, hUU, Matrix.one_mul]
    generalize U * Y = W at hY hW ⊢
    -- flux balance in matrix form
    have key : (a + b * W)ᴴ * (a + b * W) + (c + d * W)ᴴ * (c + d * W) = 1 + Wᴴ * W := by
      calc _ = (aᴴ * a + cᴴ * c) + (aᴴ * b + cᴴ * d) * W + Wᴴ * (bᴴ * a + dᴴ * c)
            + Wᴴ * ((bᴴ * b + dᴴ * d) * W) := by
            simp only [conjTranspose_add, conjTranspose_mul, Matrix.mul_add, Matrix.add_mul,
              Matrix.mul_assoc]
            abel
        _ = _ := by
            rw [h₁, h₂, h₃, h₄, Matrix.zero_mul, Matrix.mul_zero, Matrix.one_mul, add_zero,
              add_zero]
    rw [← hY, hW] at key
    exact mem_unitaryGroup_iff'.mpr (add_right_cancel key)
  · intro x y hy
    have hx : IsLoopSolution c d U x (Y *ᵥ x) := by
      have h := congrArg (fun M => M *ᵥ x) hY
      simpa only [IsLoopSolution, add_mulVec, mulVec_mulVec] using h
    rw [(feedback_scattering hS hU x).2.1 y _ hy hx]
    simp only [output, add_mulVec, mulVec_mulVec]

/-- For a unitary scatterer closed by unitary feedback, exactly one unitary matrix maps every
external input to its output. -/
theorem effective_scattering_matrix (hS : fromBlocks a b c d ∈ unitaryGroup (m ⊕ n) ℂ)
    (hU : U ∈ unitaryGroup n ℂ) :
    ∃! T : Matrix m m ℂ, T ∈ unitaryGroup m ℂ ∧
      ∀ x y, IsLoopSolution c d U x y → output a b U x y = T *ᵥ x := by
  choose y hy using fun x => (feedback_scattering hS hU x).1
  let Y : Matrix n m ℂ := Matrix.of fun i j => y (Pi.single j 1) i
  have hY : Y = c + d * (U * Y) := by
    ext i j
    have h := congrFun (hy (Pi.single j 1)) i
    rw [mulVec_single_one] at h
    exact h
  refine ⟨a + b * (U * Y), loop_matrix hS hU hY, ?_⟩
  rintro T ⟨-, hT⟩
  apply Matrix.mulVec_injective
  funext x
  exact (hT x _ (hy x)).symm.trans ((loop_matrix hS hU hY).2 x _ (hy x))

/-- If `1 - d U` is invertible, the effective scattering matrix of a unitary scatterer with
unitary feedback is `a + b U (1 - d U)⁻¹ c`, and it is unitary. -/
theorem effective_matrix_formula (hS : fromBlocks a b c d ∈ unitaryGroup (m ⊕ n) ℂ)
    (hU : U ∈ unitaryGroup n ℂ) (h : IsUnit (1 - d * U).det) :
    a + b * (U * ((1 - d * U)⁻¹ * c)) ∈ unitaryGroup m ℂ ∧
    ∀ x y, IsLoopSolution c d U x y →
      output a b U x y = (a + b * (U * ((1 - d * U)⁻¹ * c))) *ᵥ x := by
  apply loop_matrix hS hU
  have h' := mul_nonsing_inv_cancel_left (1 - d * U) c h
  rw [Matrix.sub_mul, Matrix.one_mul, Matrix.mul_assoc] at h'
  exact sub_eq_iff_eq_add.mp h'

/-- A network with one external and two internal channels, a cyclic scatterer and a feedback
that swaps the internal channels: both are unitary, and `1 - d U` is singular. -/
theorem singular_loop_witness :
    fromBlocks (!![0] : Matrix (Fin 1) (Fin 1) ℂ) !![0, 1] !![1; 0] !![0, 0; 1, 0]
      ∈ unitaryGroup (Fin 1 ⊕ Fin 2) ℂ ∧
    (!![0, 1; 1, 0] : Matrix (Fin 2) (Fin 2) ℂ) ∈ unitaryGroup (Fin 2) ℂ ∧
    (1 - !![0, 0; 1, 0] * !![0, 1; 1, 0] : Matrix (Fin 2) (Fin 2) ℂ).det = 0 := by
  refine ⟨?_, ?_, ?_⟩
  · rw [mem_unitaryGroup_iff, star_eq_conjTranspose, fromBlocks_conjTranspose,
      fromBlocks_multiply, ← fromBlocks_one, fromBlocks_inj]
    refine ⟨?_, ?_, ?_, ?_⟩ <;> ext i j <;>
      simp only [Matrix.add_apply, Matrix.mul_apply, conjTranspose_apply] <;>
      fin_cases i <;> fin_cases j <;> simp [Fin.sum_univ_succ]
  · rw [mem_unitaryGroup_iff, star_eq_conjTranspose]
    ext i j
    fin_cases i <;> fin_cases j <;> simp [Matrix.mul_apply, Fin.sum_univ_succ]
  · simp [Matrix.det_fin_two]

end FeedbackScattering
```

```lean
#print axioms FeedbackScattering.feedback_scattering
-- 'FeedbackScattering.feedback_scattering' depends on axioms: [propext, Classical.choice, Quot.sound]
#print axioms FeedbackScattering.effective_scattering_matrix
-- 'FeedbackScattering.effective_scattering_matrix' depends on axioms: [propext, Classical.choice, Quot.sound]
#print axioms FeedbackScattering.effective_matrix_formula
-- 'FeedbackScattering.effective_matrix_formula' depends on axioms: [propext, Classical.choice, Quot.sound]
```

## How the code carries out the argument

`flux_eq_dot` writes the flux as $v^\dagger v$, and `eq_zero_of_flux` says that a vector of zero flux vanishes. `flux_unitary` proves conservation for columns from $M^\dagger M=1$ and for rows from $MM^\dagger=1$. `flux_balance` applies the column part to the joined vector `Sum.elim x u` and splits the sum over channels.

`solvable_of_left_kernel` is the solvability criterion. Mathlib supplies the fact that a vector lies in a subspace if every functional vanishing on the subspace also vanishes at that vector. The proof turns a functional `φ` into the row `r` of its values on unit vectors. It then applies `φ` to the columns of `M`, which yields `r ᵥ* M = 0`.

`trapped_mode_dark` is the balance for $w=dUw$. The proof of `feedback_scattering` has one block for each of its three claims:

- For existence, `h₁` is the row balance of $S$ and `h₂` the conservation of flux by $U$. From them `linarith` obtains $F(rc)=0$.
- For independence, `linear_combination` subtracts the two loop equations, and `trapped_mode_dark` removes the difference.
- For conservation, the loop equation is substituted into `flux_balance`, and `linarith` cancels $F(y)$.

In `loop_matrix`, `hW` records $W^\dagger W=Y^\dagger Y$ before `generalize` replaces $UY$ by the single letter `W`. The `calc` block is the expansion above, and `add_right_cancel` removes $Y^\dagger Y$. The second half uses the independence claim to compare an arbitrary solution with $Yx$.

`effective_scattering_matrix` picks the solutions with `choose` and builds `Y` from them. Its uniqueness part discards the unitarity of the competing matrix, so the action on inputs alone fixes `T`. `effective_matrix_formula` checks that $(1-dU)^{-1}c$ satisfies the equation for $Y$ and calls `loop_matrix`. `singular_loop_witness` verifies the two unitarity conditions of the three-channel example entry by entry and the zero determinant by the two-by-two formula.

## Feedback with absorption

The same argument handles a return path that may absorb, with $F(Uv)\le F(v)$ for all $v$ in place of unitarity. The adjoint of such a $U$ obeys the same bound, so $F(rU)\le F(r)$ for rows as well. If $r=rdU$, then $F(r)\le F(rd)=F(r)-F(rc)$, which again forces $rc=0$. If $w=dUw$, then $F(bUw)=F(Uw)-F(w)\le0$, so $bUw=0$. The loop equation thus remains solvable with a unique output, whose flux is now at most $F(x)$. This extension is an informal argument, with no theorem in the code behind it.
